# With no level at the Fermi energy, a finite cell has a Cooper pole only above a threshold coupling

Q: Before I search for a pairing temperature on a finite set of levels, I am told to compute one number. With x_k the offset of level k from the Fermi energy and g > 0 an attraction of the same strength between all levels, it is

g Σ_k 1/(2|x_k|).

If it does not exceed one, I am to skip the root search, because there is no root. Why should I believe that?

A: The search looks for a temperature T > 0, with Boltzmann's constant set to one, at which the summed particle-particle ladder, g/(1 − g χ(T)), has a pole:

g χ(T) = 1, where χ(T) = Σ_k tanh(x_k/(2T))/(2x_k).

Take all x_k ≠ 0. Each term is even in x_k, so x_k may be replaced by |x_k|. Since

tanh y = (exp(2y) − 1)/(exp(2y) + 1) = 1 − 2/(exp(2y) + 1),

each term equals

(1 − 2f_k)/(2|x_k|), with f_k = 1/(exp(|x_k|/T) + 1).

Heating lowers |x_k|/T, which raises the Fermi factor f_k and lowers the term. So χ decreases strictly. As T → ∞, f_k → 1/2 and χ → 0. As T → 0+, f_k → 0 and

χ(T) → χ₀ = Σ_k 1/(2|x_k|).

Q: And the threshold follows from those limits?

A: Yes, in both directions. If g χ(T) = 1 at some T > 0, then f_k > 0 gives χ(T) < χ₀, hence g χ₀ > 1. Conversely, if g χ₀ > 1, then g χ exceeds one at some low temperature and is below one at some high temperature. By continuity it equals one in between, and strict decrease allows only one such temperature. At equality, g χ₀ = 1, there is no pole at positive T.

Q: Now the formal version. What has been put in place of my cell?

A: A finite index type `ι` labels the levels, and `x : ι → ℝ` gives their offsets. Each entry stands for one pair of time-reversed states, such as wavevector p with spin up and −p with spin down. Orbitals of equal energy are therefore repeated entries, but the two spin states of one orbital are not; entering them separately would double χ. The kernel is defined by cases, so that a level at the Fermi energy gets its physical limit 1/(4T).

```lean
import Mathlib

open Filter Topology Set

namespace FiniteCellCooper

noncomputable section

variable {ι : Type*} [Fintype ι]

/-- Thermal pair propagator of a level at offset `x` from the Fermi energy, at temperature
`T > 0` (units with Boltzmann constant one): `tanh (x / 2T) / 2x`, with its limit `1 / 4T`
at `x = 0`. -/
def pairKernel (T x : ℝ) : ℝ :=
  if x = 0 then 1 / (4 * T) else Real.tanh (x / (2 * T)) / (2 * x)

/-- Pair bubble of a finite cell with level offsets `x k`, at temperature `T > 0`. -/
def pairBubble (x : ι → ℝ) (T : ℝ) : ℝ := ∑ k, pairKernel T (x k)

/-- The sum of `1 / (2 |x k|)` over the levels of the cell, for nonzero offsets `x k`. -/
def groundBubble (x : ι → ℝ) : ℝ := ∑ k, 1 / (2 * |x k|)

/-- The `n`-th term of the particle-particle ladder: `n` pair bubbles joined by `n + 1`
attractions of strength `g`, at temperature `T > 0`. -/
def ladderTerm (g : ℝ) (x : ι → ℝ) (T : ℝ) (n : ℕ) : ℝ := g * (g * pairBubble x T) ^ n
```

Here `pairBubble` is χ, `groundBubble` is χ₀, and `ladderTerm` is the term with n bubbles and n + 1 attractions.

Q: That is a rather bare superconductor.

A: It is. The number g stands for an attraction that scatters every pair into every pair, itself included, with the same amplitude; if you write the interaction as V/N, with N the number of wavevectors in the mesh, then g = V/N. The bubble is the static one for non-interacting levels, with offsets that do not move with temperature. The tanh kernel is taken as a definition, not derived from a Matsubara sum. A pole signals an instability of this ladder approximation, not a phase transition of the finite system.

Q: What exactly does the main theorem say?

A: `cooper_instability_iff` assumes at least one level, all offsets nonzero, and g > 0. Its first part says that some T > 0 satisfies `g * pairBubble x T = 1` if and only if `1 < g * groundBubble x`. Its second part says that above the threshold this T is unique, which is the meaning of `∃!`.

Q: Then take me through the proof. Where does the Fermi factor enter?

A: In the first lemma. It proves the exponential form of tanh, then evenness by splitting on the sign of x, and combines the two.

```lean
/-- For a nonzero offset the pair propagator is `1 / (2 |x|)` reduced by a thermal
occupation factor. -/
theorem pairKernel_of_ne {x : ℝ} (hx : x ≠ 0) (T : ℝ) :
    pairKernel T x = (1 - 2 / (Real.exp (|x| / T) + 1)) / (2 * |x|) := by
  have tanh_exp : ∀ y : ℝ, Real.tanh y = 1 - 2 / (Real.exp (2 * y) + 1) := by
    intro y
    have h2 : Real.exp (2 * y) = Real.exp y * Real.exp y := by
      rw [← Real.exp_add, two_mul]
    have hp := Real.exp_pos y
    rw [Real.tanh_eq_sinh_div_cosh, Real.sinh_eq, Real.cosh_eq, Real.exp_neg, h2]
    field_simp
    ring
  -- the propagator is even in the offset
  have even : Real.tanh (x / (2 * T)) / (2 * x) = Real.tanh (|x| / (2 * T)) / (2 * |x|) := by
    rcases abs_choice x with h | h
    · rw [h]
    · rw [h, neg_div, Real.tanh_neg, mul_neg, neg_div_neg_eq]
  rw [pairKernel, if_neg hx, even, tanh_exp, ← mul_div_assoc,
    mul_div_mul_left _ _ (two_ne_zero)]
```

Nonnegativity follows because the exponential is at least one, so 2f_k ≤ 1. A level at zero offset is treated separately, with 1/(4T).

```lean
/-- The pair propagator is nonnegative at every positive temperature. -/
theorem pairKernel_nonneg {T : ℝ} (hT : 0 < T) (x : ℝ) : 0 ≤ pairKernel T x := by
  by_cases hx : x = 0
  · rw [pairKernel, if_pos hx]
    positivity
  · rw [pairKernel_of_ne hx]
    have h1 : 1 ≤ Real.exp (|x| / T) := Real.one_le_exp (by positivity)
    have h2 : 2 / (Real.exp (|x| / T) + 1) ≤ 1 := by
      rw [div_le_one (by positivity)]
      linarith
    exact div_nonneg (by linarith) (by positivity)
```

Q: And the decrease with temperature?

A: The next lemma compares two temperatures term by term, through the chain of inequalities given above. Having at least one level makes the inequality between the sums strict.

```lean
/-- Heating a cell with at least one level strictly weakens its pair bubble. -/
theorem pairBubble_strictAntiOn [Nonempty ι] (x : ι → ℝ) :
    StrictAntiOn (pairBubble x) (Ioi 0) := by
  intro S hS T hT hST
  have hS' : 0 < S := hS
  refine Finset.sum_lt_sum_of_nonempty Finset.univ_nonempty (fun k _ => ?_)
  by_cases hk : x k = 0
  · rw [pairKernel, pairKernel, if_pos hk, if_pos hk]
    exact one_div_lt_one_div_of_lt (by positivity) (by linarith)
  · rw [pairKernel_of_ne hk, pairKernel_of_ne hk]
    have hp : 0 < |x k| := abs_pos.mpr hk
    have h1 := Real.exp_lt_exp.mpr (div_lt_div_of_pos_left hp hS' hST)
    have h2 : 2 / (Real.exp (|x k| / S) + 1) < 2 / (Real.exp (|x k| / T) + 1) :=
      div_lt_div_of_pos_left two_pos (by positivity) (by linarith)
    exact div_lt_div_of_pos_right (by linarith) (by positivity)
```

The two limits are also taken term by term and then summed. The high-temperature limit holds for any offsets; the low-temperature one assumes that they are nonzero.

```lean
/-- The pair bubble vanishes in the limit of high temperature. -/
theorem pairBubble_tendsto_zero (x : ι → ℝ) : Tendsto (pairBubble x) atTop (𝓝 0) := by
  have h : ∀ k ∈ Finset.univ, Tendsto (fun T => pairKernel T (x k)) atTop (𝓝 0) := by
    intro k _
    by_cases hk : x k = 0
    · simp only [pairKernel, hk, ↓reduceIte]
      exact tendsto_const_nhds.div_atTop (tendsto_id.const_mul_atTop (by norm_num))
    · simp only [pairKernel_of_ne hk]
      have h1 : Tendsto (fun T : ℝ => |x k| / T) atTop (𝓝 0) :=
        tendsto_const_nhds.div_atTop tendsto_id
      have h2 := (Real.continuous_exp.tendsto 0).comp h1
      rw [Real.exp_zero] at h2
      have h3 : Tendsto (fun T : ℝ => (1 - 2 / (Real.exp (|x k| / T) + 1)) / (2 * |x k|))
          atTop (𝓝 ((1 - 2 / (1 + 1)) / (2 * |x k|))) :=
        (tendsto_const_nhds.sub
          (tendsto_const_nhds.div (h2.add_const 1) (by norm_num))).div_const _
      have e : (1 - 2 / (1 + 1) : ℝ) / (2 * |x k|) = 0 := by norm_num
      rwa [e] at h3
  have h' := tendsto_finsetSum Finset.univ h
  rw [Finset.sum_const_zero] at h'
  exact h'

/-- If no level lies at the Fermi energy, the pair bubble tends to the finite value
`∑ 1 / (2 |x k|)` as the temperature goes to zero from above. -/
theorem pairBubble_tendsto_ground {x : ι → ℝ} (hx : ∀ k, x k ≠ 0) :
    Tendsto (pairBubble x) (𝓝[>] 0) (𝓝 (groundBubble x)) := by
  refine tendsto_finsetSum Finset.univ (fun k _ => ?_)
  simp only [pairKernel_of_ne (hx k)]
  have h1 : Tendsto (fun T : ℝ => |x k| / T) (𝓝[>] 0) atTop := by
    simp only [div_eq_mul_inv]
    exact tendsto_inv_nhdsGT_zero.const_mul_atTop (abs_pos.mpr (hx k))
  have h2 := tendsto_atTop_add_const_right _ (1 : ℝ) (Real.tendsto_exp_atTop.comp h1)
  have h3 : Tendsto (fun T : ℝ => (1 - 2 / (Real.exp (|x k| / T) + 1)) / (2 * |x k|))
      (𝓝[>] 0) (𝓝 ((1 - 0) / (2 * |x k|))) :=
    (tendsto_const_nhds.sub (tendsto_const_nhds.div_atTop h2)).div_const _
  rwa [sub_zero] at h3
```

Q: Where is the crossing found?

A: In `existsUnique_pole`, which needs only one temperature S with g χ(S) ≥ 1. The high-temperature limit supplies an R ≥ S with g χ(R) < 1, `intermediate_value_Icc'` gives a crossing on [S, R], and strict decrease makes it unique.

```lean
/-- If `g` times the pair bubble is at least one at some positive temperature, for `g > 0` and a
cell with at least one level, the ladder has a pole at exactly one positive temperature. -/
theorem existsUnique_pole [Nonempty ι] {x : ι → ℝ} {g S : ℝ} (hg : 0 < g) (hS : 0 < S)
    (h : 1 ≤ g * pairBubble x S) : ∃! T, 0 < T ∧ g * pairBubble x T = 1 := by
  have hc : ContinuousOn (pairBubble x) (Ioi 0) := by
    refine continuousOn_finsetSum Finset.univ (fun k _ T hT => ?_)
    have hT' : 0 < T := hT
    apply ContinuousAt.continuousWithinAt
    by_cases hk : x k = 0
    · simp only [pairKernel, hk, ↓reduceIte]
      fun_prop (disch := positivity)
    · simp only [pairKernel_of_ne hk]
      fun_prop (disch := positivity)
  -- far above `S` the product has dropped below one
  have hlim := (pairBubble_tendsto_zero x).const_mul g
  rw [mul_zero] at hlim
  obtain ⟨R, hR, hSR⟩ :=
    ((hlim.eventually (gt_mem_nhds one_pos)).and (eventually_ge_atTop S)).exists
  have hcont : ContinuousOn (fun T => g * pairBubble x T) (Icc S R) :=
    continuousOn_const.mul (hc.mono (fun T hT => lt_of_lt_of_le hS hT.1))
  obtain ⟨T, hT, hT1⟩ := intermediate_value_Icc' hSR hcont ⟨hR.le, h⟩
  have hT1' : g * pairBubble x T = 1 := hT1
  have hT0 : 0 < T := lt_of_lt_of_le hS hT.1
  refine ⟨T, ⟨hT0, hT1'⟩, fun U hU => ?_⟩
  exact (pairBubble_strictAntiOn x).injOn hU.1 hT0
    (mul_left_cancel₀ hg.ne' (hU.2.trans hT1'.symm))
```

The main theorem obtains S from the low-temperature limit. For the converse it uses f_k > 0, as in the argument by hand.

```lean
/-- Finite-cell Cooper instability: for at least one level, all offsets nonzero, and attraction
`g > 0`, the ladder has a pole at a positive temperature if and only if
`g ∑ 1 / (2 |x k|) > 1`, and the pole temperature is then unique. -/
theorem cooper_instability_iff [Nonempty ι] {x : ι → ℝ} (hx : ∀ k, x k ≠ 0) {g : ℝ}
    (hg : 0 < g) :
    ((∃ T, 0 < T ∧ g * pairBubble x T = 1) ↔ 1 < g * groundBubble x) ∧
      (1 < g * groundBubble x → ∃! T, 0 < T ∧ g * pairBubble x T = 1) := by
  have key : 1 < g * groundBubble x → ∃! T, 0 < T ∧ g * pairBubble x T = 1 := by
    intro h
    have hlim := (pairBubble_tendsto_ground hx).const_mul g
    obtain ⟨S, hS1, hS⟩ :=
      ((hlim.eventually (lt_mem_nhds h)).and self_mem_nhdsWithin).exists
    exact existsUnique_pole hg hS hS1.le
  refine ⟨⟨?_, fun h => (key h).exists⟩, key⟩
  rintro ⟨T, -, hT1⟩
  -- thermal occupation lowers every term below its zero-temperature value
  have hlt : pairBubble x T < groundBubble x := by
    refine Finset.sum_lt_sum_of_nonempty Finset.univ_nonempty (fun k _ => ?_)
    rw [pairKernel_of_ne (hx k)]
    have hp : 0 < |x k| := abs_pos.mpr (hx k)
    have h2 : 0 < 2 / (Real.exp (|x k| / T) + 1) := by positivity
    exact div_lt_div_of_pos_right (by linarith) (by positivity)
  rw [← hT1]
  exact mul_lt_mul_of_pos_left hlt hg
```

Q: My mesh sometimes puts a level exactly at the Fermi energy. Does the threshold survive?

A: No. That level contributes 1/(4T), which equals 1/g at T = g/4. The other terms are nonnegative, so g χ(g/4) ≥ 1, and the crossing lemma gives a unique pole for every g > 0. In the formula for χ₀, Lean would evaluate 1/0 as 0 and so drop that level, and the criterion would wrongly deny a pole at weak coupling; the hypothesis `∀ k, x k ≠ 0` keeps that case out.

```lean
/-- A cell with a level exactly at the Fermi energy has a unique positive pole temperature
for every attraction `g > 0`. -/
theorem resonant_level_pole {x : ι → ℝ} {k : ι} (hk : x k = 0) {g : ℝ} (hg : 0 < g) :
    ∃! T, 0 < T ∧ g * pairBubble x T = 1 := by
  have : Nonempty ι := ⟨k⟩
  have hS : 0 < g / 4 := by positivity
  -- at `T = g / 4` the resonant level alone already contributes `1 / g`
  have h1 : pairKernel (g / 4) (x k) ≤ pairBubble x (g / 4) :=
    Finset.single_le_sum (f := fun j => pairKernel (g / 4) (x j))
      (fun j _ => pairKernel_nonneg hS (x j)) (Finset.mem_univ k)
  have h2 : g * pairKernel (g / 4) (x k) = 1 := by
    rw [pairKernel, if_pos hk, mul_div_cancel₀ g (by norm_num : (4 : ℝ) ≠ 0)]
    exact mul_one_div_cancel hg.ne'
  refine existsUnique_pole hg hS ?_
  rw [← h2]
  exact mul_le_mul_of_nonneg_left h1 hg.le
```

So in this constant-attraction model, shifting a mesh can create or remove a weak-coupling pole.

Q: If there is no pole, is the ladder itself harmless?

A: Yes, at every T > 0. The series Σ_n g (g χ)ⁿ is geometric with ratio g χ ≥ 0. If the ratio reached one at any temperature, the crossing lemma would produce a pole, contradicting g χ₀ ≤ 1. So the ratio stays below one and the sum is g/(1 − g χ).

```lean
/-- For nonzero offsets and `g > 0` with `g ∑ 1 / (2 |x k|) ≤ 1`, the ladder of a cell with at
least one level converges at every positive temperature, to `g / (1 - g χ)` with `χ` the pair
bubble. -/
theorem weak_coupling_ladder [Nonempty ι] {x : ι → ℝ} (hx : ∀ k, x k ≠ 0) {g T : ℝ}
    (hg : 0 < g) (hweak : g * groundBubble x ≤ 1) (hT : 0 < T) :
    HasSum (ladderTerm g x T) (g / (1 - g * pairBubble x T)) := by
  have h0 : 0 ≤ g * pairBubble x T :=
    mul_nonneg hg.le (Finset.sum_nonneg (fun k _ => pairKernel_nonneg hT (x k)))
  have h1 : g * pairBubble x T < 1 := by
    by_contra h
    exact not_lt_of_ge hweak ((cooper_instability_iff hx hg).1.mp
      (existsUnique_pole hg hT (not_lt.mp h)).exists)
  rw [div_eq_mul_inv]
  exact (hasSum_geometric_of_lt_one h0 h1).mul_left g
```

When there is a pole at Tc, the series converges exactly where g χ(T) < 1 = g χ(Tc). By strict decrease, that means T > Tc.

```lean
/-- If the ladder of a cell with at least one level has a pole at `Tc > 0` for `g > 0`, then at
positive temperature `T` the ladder series converges if and only if `T > Tc`. -/
theorem ladder_summable_iff [Nonempty ι] {x : ι → ℝ} {g T Tc : ℝ} (hg : 0 < g)
    (hTc : 0 < Tc) (hpole : g * pairBubble x Tc = 1) (hT : 0 < T) :
    Summable (ladderTerm g x T) ↔ Tc < T := by
  have h0 : 0 ≤ g * pairBubble x T :=
    mul_nonneg hg.le (Finset.sum_nonneg (fun k _ => pairKernel_nonneg hT (x k)))
  change Summable (fun n : ℕ => g * (g * pairBubble x T) ^ n) ↔ Tc < T
  rw [summable_mul_left_iff hg.ne', summable_geometric_iff_norm_lt_one,
    Real.norm_of_nonneg h0, ← hpole, mul_lt_mul_iff_right₀ hg]
  exact (pairBubble_strictAntiOn x).lt_iff_gt hT hTc

end

end FiniteCellCooper
```

```lean
#print axioms FiniteCellCooper.resonant_level_pole
-- 'FiniteCellCooper.resonant_level_pole' depends on axioms: [propext, Classical.choice, Quot.sound]
#print axioms FiniteCellCooper.weak_coupling_ladder
-- 'FiniteCellCooper.weak_coupling_ladder' depends on axioms: [propext, Classical.choice, Quot.sound]
#print axioms FiniteCellCooper.ladder_summable_iff
-- 'FiniteCellCooper.ladder_summable_iff' depends on axioms: [propext, Classical.choice, Quot.sound]
```

Q: So a smooth, convergent ladder on my cell does not tell me that the bulk metal stays normal.

A: Right. With a constant density of states around the Fermi energy, the bulk bubble grows logarithmically on cooling, and any attraction produces a pole; that is standard background which I am adding to the theorems. A finite cell with a gap around the Fermi energy cuts the growth off at χ₀, so within this ladder model it can miss weak-coupling pairing.
